# A convex C² damping window that falls to zero has no negative side lobes in its cosine line shape

To suppress the negative side lobes that an absorption spectrum can acquire when a simulated current is cut off at a finite time $T$, one multiplies the current by a damping window $w(t)$, which is modelled here as twice continuously differentiable on the record $[0,T]$ alone, with one-sided derivatives at its two ends. Values of $w$ outside the record play no role.

Let $T>0$, let $w$ be convex on $[0,T]$, and let $w(T)=0$ and $w'(T)\le 0$. The claim is that

$$L(D)=\int_0^T w(t)\cos(Dt)\,dt\;\ge\;0\qquad\text{for every real } D .$$

The two end conditions, together with convexity, say that the window comes down to zero from above. In real-time time-dependent density functional theory this means that the windowed cosine spectrum is nowhere negative when the current is a finite sum of undamped cosines with nonnegative strengths.

In Lean 4 with Mathlib:

```lean
import Mathlib

open Set MeasureTheory

namespace ConvexDampingWindow

noncomputable section
```

## Window, line shape and current

The number $D$ is the detuning, the signed distance in angular frequency from the centre of a line. The line shape is the integral $L(D)$ above, without a prefactor such as $1/\pi$.

```lean
/-- The line shape at detuning `D` produced by the window `w` on the recorded time `[0, T]`:
the integral of `w t * cos (D t)`. -/
def lineShape (w : ℝ → ℝ) (T D : ℝ) : ℝ :=
  ∫ t in (0 : ℝ)..T, w t * Real.cos (D * t)
```

The slope $w'$ and the curvature $w''$ are carried as separate functions, `v` and `a`; the letters do not stand for velocity and acceleration. `HasDerivWithinAt … (Icc 0 T)` is the derivative taken within the record, hence one-sided at $0$ and $T$. A convex window with a kink inside the record does not satisfy this predicate.

```lean
/-- The window `w` is twice continuously differentiable on `[0, T]`, with slope `v` and
curvature `a`; derivatives at the end points are one-sided. -/
structure IsC2Window (T : ℝ) (w v a : ℝ → ℝ) : Prop where
  slope : ∀ t ∈ Icc 0 T, HasDerivWithinAt w (v t) (Icc 0 T) t
  curvature : ∀ t ∈ Icc 0 T, HasDerivWithinAt v (a t) (Icc 0 T) t
  continuous_curvature : ContinuousOn a (Icc 0 T)
```

After a weak kick at $t=0$, the component of the current along the kick is taken to be

$$j(t)=\sum_k f_k\cos(\Omega_k t),$$

with excitation frequencies $\Omega_k$ and strengths $f_k$. The index set `ι` is finite, and the frequencies may be any real numbers.

```lean
/-- The current after a weak kick: a sum of oscillations with frequencies `Ω k` and
strengths `f k`. -/
def currentSignal {ι : Type*} [Fintype ι] (f Ω : ι → ℝ) (t : ℝ) : ℝ :=
  ∑ k, f k * Real.cos (Ω k * t)
```

## Moving two derivatives onto the window

Take a twice continuously differentiable kernel $K$ with $K(0)=K'(0)=0$. The product rule gives

$$\frac{d}{dt}\bigl(wK'-w'K\bigr)=wK''+w'K'-w'K'-w''K=wK''-w''K .$$

Integrating from $0$ to $T$, where the lower limit contributes nothing, yields

$$\int_0^T wK''\,dt=w(T)K'(T)-w'(T)K(T)+\int_0^T w''K\,dt .$$

```lean
/-- Two integrations by parts move two derivatives from a twice continuously differentiable kernel
`K`, which vanishes at time zero together with its slope, onto a twice continuously differentiable
window, leaving two terms from the end of the record. -/
theorem integral_by_parts_twice {T : ℝ} {w v a K K1 c : ℝ → ℝ} (hT : 0 ≤ T)
    (h : IsC2Window T w v a) (hK : ∀ t, HasDerivAt K (K1 t) t)
    (hK1 : ∀ t, HasDerivAt K1 (c t) t) (hc : Continuous c) (hK0 : K 0 = 0) (hK10 : K1 0 = 0) :
    ∫ t in (0 : ℝ)..T, w t * c t =
      w T * K1 T - v T * K T + ∫ t in (0 : ℝ)..T, a t * K t := by
  have hw : ContinuousOn w (Icc 0 T) := fun t ht => (h.slope t ht).continuousWithinAt
  have hv : ContinuousOn v (Icc 0 T) := fun t ht => (h.curvature t ht).continuousWithinAt
  have hKc : Continuous K := continuous_iff_continuousAt.2 fun t => (hK t).continuousAt
  have hK1c : Continuous K1 := continuous_iff_continuousAt.2 fun t => (hK1 t).continuousAt
  have i1 : IntervalIntegrable (fun t => w t * c t) volume 0 T :=
    ContinuousOn.intervalIntegrable_of_Icc hT (hw.mul hc.continuousOn)
  have i2 : IntervalIntegrable (fun t => a t * K t) volume 0 T :=
    ContinuousOn.intervalIntegrable_of_Icc hT (h.continuous_curvature.mul hKc.continuousOn)
  -- `w K' - w' K` is a primitive of `w K'' - w'' K`
  have key : ∫ t in (0 : ℝ)..T, (w t * c t - a t * K t) =
      (w T * K1 T - v T * K T) - (w 0 * K1 0 - v 0 * K 0) :=
    intervalIntegral.integral_eq_sub_of_hasDerivAt_of_le hT
      (f := fun t => w t * K1 t - v t * K t)
      ((hw.mul hK1c.continuousOn).sub (hv.mul hKc.continuousOn))
      (fun t ht => by
        have hn := Icc_mem_nhds ht.1 ht.2
        have d1 := (h.slope t (Ioo_subset_Icc_self ht)).hasDerivAt hn
        have d2 := (h.curvature t (Ioo_subset_Icc_self ht)).hasDerivAt hn
        exact ((d1.fun_mul (hK1 t)).fun_sub (d2.fun_mul (hK t))).congr_deriv (by ring))
      (i1.sub i2)
  rw [intervalIntegral.integral_sub i1 i2, hK0, hK10] at key
  linarith
```

Here `K1` and `c` are $K'$ and $K''$. The step `key` is the fundamental theorem of calculus for $wK'-w'K$. It asks for derivatives only in the open interval, where the one-sided derivatives are ordinary ones, and for continuity up to the ends.

For $D\neq0$ the kernel whose second derivative is $\cos(Dt)$ is

$$K(t)=\frac{1-\cos(Dt)}{D^2},\qquad K'(t)=\frac{\sin(Dt)}{D},$$

and both functions vanish at $t=0$. Therefore

$$L(D)=w(T)\frac{\sin(DT)}{D}-w'(T)\frac{1-\cos(DT)}{D^2}+\int_0^T w''(t)\,\frac{1-\cos(Dt)}{D^2}\,dt .$$

The first term can take either sign, and the condition $w(T)=0$ removes it.

```lean
/-- Off resonance, the line shape of a twice continuously differentiable window consists of two
terms from the end of the record and a weighted integral of the curvature. -/
theorem lineShape_eq {T D : ℝ} {w v a : ℝ → ℝ} (hT : 0 ≤ T) (h : IsC2Window T w v a)
    (hD : D ≠ 0) :
    lineShape w T D = w T * (Real.sin (D * T) / D) - v T * ((1 - Real.cos (D * T)) / D ^ 2)
      + ∫ t in (0 : ℝ)..T, a t * ((1 - Real.cos (D * t)) / D ^ 2) := by
  have hl : ∀ t : ℝ, HasDerivAt (fun s : ℝ => D * s) D t := fun t => by
    simpa using (hasDerivAt_id' t).const_mul D
  exact integral_by_parts_twice hT h (K := fun t => (1 - Real.cos (D * t)) / D ^ 2)
    (K1 := fun t => Real.sin (D * t) / D) (c := fun t => Real.cos (D * t))
    (fun t => (((hl t).cos.const_sub 1).div_const (D ^ 2)).congr_deriv (by
      rw [neg_mul, neg_neg]
      field_simp))
    (fun t => ((hl t).sin.div_const D).congr_deriv (by field_simp))
    (by fun_prop) (by simp) (by simp)
```

## Convexity fixes the sign

For $x<y$ in the record, the chord of a convex function lies between the two end slopes:

$$w'(x)\le\frac{w(y)-w(x)}{y-x}\le w'(y).$$

So $w'$ is nondecreasing, and its derivative $w''$ is nonnegative.

```lean
/-- A convex, twice continuously differentiable window on a record of positive length has
nonnegative curvature. -/
theorem curvature_nonneg {T : ℝ} {w v a : ℝ → ℝ} (hT : 0 < T) (h : IsC2Window T w v a)
    (hconv : ConvexOn ℝ (Icc 0 T) w) : ∀ t ∈ Icc 0 T, 0 ≤ a t := by
  -- the slope at each point is compared with the chord between two points
  have hm : MonotoneOn v (Icc 0 T) := by
    intro x hx y hy hxy
    rcases eq_or_lt_of_le hxy with rfl | hlt
    · exact le_rfl
    · exact (hconv.le_slope_of_hasDerivWithinAt hx hy hlt (h.slope x hx)).trans
        (hconv.slope_le_of_hasDerivWithinAt hx hy hlt (h.slope y hy))
  intro t ht
  have h0 : 0 ≤ derivWithin v (Icc 0 T) t := hm.derivWithin_nonneg
  rwa [(h.curvature t ht).derivWithin (uniqueDiffOn_Icc hT t ht)] at h0
```

The hypothesis `ConvexOn ℝ (Icc 0 T) w` is convexity on the record. The chord inequality is the step `hm`. The last line identifies `a t` with the derivative of `v` within the record, which is unique because $T>0$; on a record of length zero any number would pass as the curvature.

With $w(T)=0$, the formula for $D\ne0$ becomes

$$L(D)=-w'(T)\frac{1-\cos(DT)}{D^2}+\int_0^T w''(t)\frac{1-\cos(Dt)}{D^2}\,dt .$$

Since $\cos\le1$, $w'(T)\le0$ and $w''\ge0$, both terms are nonnegative. At $D=0$ the kernel $K(t)=t^2/2$, with $K'(t)=t$ and $K''(t)=1$, gives

$$L(0)=-w'(T)\frac{T^2}{2}+\int_0^T w''(t)\frac{t^2}{2}\,dt\ge0 .$$

```lean
/-- A twice continuously differentiable window with nonnegative curvature that ends at zero
with nonpositive slope has a nonnegative line shape at every detuning. -/
theorem lineShape_nonneg_of_curvature {T : ℝ} {w v a : ℝ → ℝ} (hT : 0 ≤ T)
    (h : IsC2Window T w v a) (ha : ∀ t ∈ Icc 0 T, 0 ≤ a t) (hwT : w T = 0) (hvT : v T ≤ 0)
    (D : ℝ) : 0 ≤ lineShape w T D := by
  by_cases hD : D = 0
  · -- on resonance the kernel is `t ^ 2 / 2`
    have e : lineShape w T D = ∫ t in (0 : ℝ)..T, w t * 1 := by simp [lineShape, hD]
    have e2 : ∫ t in (0 : ℝ)..T, w t * 1 =
        w T * T - v T * (T ^ 2 / 2) + ∫ t in (0 : ℝ)..T, a t * (t ^ 2 / 2) :=
      integral_by_parts_twice hT h (K := fun t => t ^ 2 / 2) (K1 := fun t => t)
        (c := fun _ => 1)
        (fun t => ((hasDerivAt_pow 2 t).div_const 2).congr_deriv (by norm_num))
        (fun t => hasDerivAt_id' t) continuous_const (by norm_num) rfl
    have p : 0 ≤ -v T * (T ^ 2 / 2) := mul_nonneg (neg_nonneg.2 hvT) (by positivity)
    have q : 0 ≤ ∫ t in (0 : ℝ)..T, a t * (t ^ 2 / 2) :=
      intervalIntegral.integral_nonneg hT fun t ht => mul_nonneg (ha t ht) (by positivity)
    rw [e, e2, hwT]
    linarith
  · -- off resonance the kernel is `(1 - cos (D t)) / D ^ 2`
    have hk : ∀ t : ℝ, 0 ≤ (1 - Real.cos (D * t)) / D ^ 2 := fun t =>
      div_nonneg (sub_nonneg.2 (Real.cos_le_one _)) (sq_nonneg D)
    have p := mul_nonneg (neg_nonneg.2 hvT) (hk T)
    have q : 0 ≤ ∫ t in (0 : ℝ)..T, a t * ((1 - Real.cos (D * t)) / D ^ 2) :=
      intervalIntegral.integral_nonneg hT fun t ht => mul_nonneg (ha t ht) (hk t)
    rw [lineShape_eq hT h hD, hwT]
    linarith
```

The case split `by_cases hD : D = 0` separates the two kernels. In each branch, `p` is the sign of the end-point term and `q` the sign of the curvature integral.

This statement assumes $w''\ge0$ directly. Convexity supplies that assumption when $T>0$, and the claim about $L(D)$ follows.

```lean
/-- A convex, twice continuously differentiable damping window that ends at zero with
nonpositive slope has no negative side lobes: its line shape is nonnegative at every
detuning. -/
theorem lineShape_nonneg {T : ℝ} {w v a : ℝ → ℝ} (hT : 0 < T) (h : IsC2Window T w v a)
    (hconv : ConvexOn ℝ (Icc 0 T) w) (hwT : w T = 0) (hvT : v T ≤ 0) (D : ℝ) :
    0 ≤ lineShape w T D :=
  lineShape_nonneg_of_curvature hT.le h (curvature_nonneg hT h hconv) hwT hvT D
```

In this theorem `h` is the smoothness of the window, `hconv` its convexity, and `hwT` and `hvT` are the conditions $w(T)=0$ and $w'(T)\le0$. The detuning `D` is an arbitrary real number.

## From one line to the spectrum of the current

The windowed cosine spectrum at frequency $\omega$ is

$$S(\omega)=\int_0^T w(t)\,j(t)\cos(\omega t)\,dt .$$

Inserting $j$ and using

$$\cos(\omega t)\cos(\Omega_k t)=\tfrac12\bigl[\cos((\omega-\Omega_k)t)+\cos((\omega+\Omega_k)t)\bigr]$$

gives

$$S(\omega)=\sum_k\frac{f_k}{2}\bigl[L(\omega-\Omega_k)+L(\omega+\Omega_k)\bigr].$$

For $\Omega_k>0$ these are the resonant line at $\Omega_k$ and the antiresonant line at $-\Omega_k$, and they enter with the same sign.

```lean
/-- For a window continuous on the record, the windowed cosine spectrum of the current is a sum of
line shapes centred at the frequencies `Ω k` and `-Ω k`, each weighted by `f k / 2`. -/
theorem current_spectrum_eq {ι : Type*} [Fintype ι] {T : ℝ} {w : ℝ → ℝ} (hT : 0 ≤ T)
    (hw : ContinuousOn w (Icc 0 T)) (f Ω : ι → ℝ) (ω : ℝ) :
    lineShape (fun t => w t * currentSignal f Ω t) T ω =
      ∑ k, f k / 2 * (lineShape w T (ω - Ω k) + lineShape w T (ω + Ω k)) := by
  have hi : ∀ D : ℝ, IntervalIntegrable (fun t => w t * Real.cos (D * t)) volume 0 T :=
    fun D => ContinuousOn.intervalIntegrable_of_Icc hT
      (hw.mul (by fun_prop : Continuous fun t : ℝ => Real.cos (D * t)).continuousOn)
  have hk : ∀ k, f k / 2 * (lineShape w T (ω - Ω k) + lineShape w T (ω + Ω k)) =
      ∫ t in (0 : ℝ)..T, f k / 2 *
        (w t * Real.cos ((ω - Ω k) * t) + w t * Real.cos ((ω + Ω k) * t)) := fun k => by
    rw [intervalIntegral.integral_const_mul, intervalIntegral.integral_add (hi _) (hi _)]
    rfl
  have hs : ∫ t in (0 : ℝ)..T, ∑ k, f k / 2 *
        (w t * Real.cos ((ω - Ω k) * t) + w t * Real.cos ((ω + Ω k) * t)) =
      ∑ k, ∫ t in (0 : ℝ)..T, f k / 2 *
        (w t * Real.cos ((ω - Ω k) * t) + w t * Real.cos ((ω + Ω k) * t)) :=
    intervalIntegral.integral_finsetSum fun k _ => ((hi _).add (hi _)).const_mul _
  rw [Finset.sum_congr rfl fun k _ => hk k, ← hs]
  -- product of cosines as a sum of cosines, under the integral
  apply intervalIntegral.integral_congr
  intro t _
  simp only [currentSignal, Finset.mul_sum, Finset.sum_mul]
  refine Finset.sum_congr rfl fun k _ => ?_
  rw [sub_mul, add_mul, Real.cos_sub, Real.cos_add]
  ring
```

The code writes $S(\omega)$ as `lineShape` applied to the product $w\,j$, so the last argument is there a frequency and not a detuning. Continuity of the window allows the integral and the finite sum to be exchanged, in `hs`; the cosine identity is then applied under the integral.

If every $f_k\ge0$, each term of the sum is a nonnegative strength times a sum of two nonnegative line shapes, so $S(\omega)\ge0$ at every frequency.

```lean
/-- With nonnegative strengths and a convex, twice continuously differentiable window that
ends at zero with nonpositive slope, the cosine spectrum of the current is nonnegative at
every frequency. -/
theorem current_spectrum_nonneg {ι : Type*} [Fintype ι] {T : ℝ} {w v a : ℝ → ℝ} (hT : 0 < T)
    (h : IsC2Window T w v a) (hconv : ConvexOn ℝ (Icc 0 T) w) (hwT : w T = 0) (hvT : v T ≤ 0)
    (f Ω : ι → ℝ) (hf : ∀ k, 0 ≤ f k) (ω : ℝ) :
    0 ≤ lineShape (fun t => w t * currentSignal f Ω t) T ω := by
  rw [current_spectrum_eq hT.le (fun t ht => (h.slope t ht).continuousWithinAt)]
  exact Finset.sum_nonneg fun k _ => mul_nonneg (div_nonneg (hf k) zero_le_two)
    (add_nonneg (lineShape_nonneg hT h hconv hwT hvT _) (lineShape_nonneg hT h hconv hwT hvT _))
```

The hypothesis `hf` stands for the nonnegative oscillator strengths of a system kicked from its ground state, with the current taken along the kick. In a current component perpendicular to the kick the coefficients can have either sign, and a system that starts in an excited state can have negative strengths even along the kick, from stimulated emission. The step left to the physics is the identification of the propagated current with `currentSignal`, which presupposes linear response and a discrete, finite set of lines.

## An exponential and a triangular window

Plain exponential damping is not zero at $T$. Subtracting its final value gives

$$w(t)=e^{-\gamma t}-e^{-\gamma T},\quad w'(t)=-\gamma e^{-\gamma t},\quad w''(t)=\gamma^2e^{-\gamma t},$$

with damping rate $\gamma\ge0$. Then $w(T)=0$, $w'(T)\le0$ and $w''\ge0$, so $L(D)\ge0$. This window starts at $1-e^{-\gamma T}$; when $\gamma T>0$, dividing by that positive number normalises it to $w(0)=1$ and leaves the sign of $L$ unchanged.

```lean
/-- Exponential damping with rate `γ ≥ 0`, shifted so that it vanishes at the end of the
record, has a nonnegative line shape at every detuning. -/
theorem shifted_exponential_nonneg {T γ : ℝ} (hT : 0 ≤ T) (hγ : 0 ≤ γ) (D : ℝ) :
    0 ≤ lineShape (fun t => Real.exp (-γ * t) - Real.exp (-γ * T)) T D := by
  have hl : ∀ t : ℝ, HasDerivAt (fun s : ℝ => -γ * s) (-γ) t := fun t => by
    simpa using (hasDerivAt_id' t).const_mul (-γ)
  have h : IsC2Window T (fun t => Real.exp (-γ * t) - Real.exp (-γ * T))
      (fun t => -γ * Real.exp (-γ * t)) (fun t => γ ^ 2 * Real.exp (-γ * t)) :=
    { slope := fun t _ =>
        (((hl t).exp.sub_const _).congr_deriv (by ring)).hasDerivWithinAt
      curvature := fun t _ =>
        (((hl t).exp.const_mul (-γ)).congr_deriv (by ring)).hasDerivWithinAt
      continuous_curvature := by fun_prop }
  exact lineShape_nonneg_of_curvature hT h (fun t _ => by positivity) (sub_self _)
    (mul_nonpos_of_nonpos_of_nonneg (neg_nonpos.2 hγ) (Real.exp_pos _).le) D
```

The curvature is known explicitly here, so the proof uses `lineShape_nonneg_of_curvature` and needs no separate convexity argument.

The triangular window $w(t)=1-t/T$ has $w(T)=0$, $w'(T)=-1/T$ and $w''=0$. Only the slope term survives, and for $D\neq0$

$$L(D)=\frac1T\,\frac{1-\cos(DT)}{D^2}=\frac{1-\cos(DT)}{D^2T}.$$

```lean
/-- The triangular window `1 - t / T` with `T > 0` has the line shape
`(1 - cos (D T)) / (D ^ 2 T)` at nonzero detuning. -/
theorem triangular_lineShape {T D : ℝ} (hT : 0 < T) (hD : D ≠ 0) :
    lineShape (fun t => 1 - t / T) T D = (1 - Real.cos (D * T)) / (D ^ 2 * T) := by
  have h : IsC2Window T (fun t => 1 - t / T) (fun _ => -(1 / T)) (fun _ => 0) :=
    { slope := fun t _ => (((hasDerivAt_id' t).div_const T).const_sub 1).hasDerivWithinAt
      curvature := fun t _ => (hasDerivAt_const t (-(1 / T))).hasDerivWithinAt
      continuous_curvature := continuousOn_const }
  have hT0 : T ≠ 0 := hT.ne'
  rw [lineShape_eq hT.le h hD]
  simp only [div_self hT0, sub_self, zero_mul, intervalIntegral.integral_zero]
  field_simp
  ring
```

At $D=2\pi/T$ the cosine equals $\cos 2\pi=1$, and the line shape is zero. The triangular window meets all the conditions of the claim, so $L(D)\ge0$ cannot be sharpened to $L(D)>0$ under those conditions.

```lean
/-- The line shape of the triangular window with `T > 0` vanishes at detuning `2 π / T`. -/
theorem triangular_lineShape_zero {T : ℝ} (hT : 0 < T) :
    lineShape (fun t => 1 - t / T) T (2 * Real.pi / T) = 0 := by
  have hD : 2 * Real.pi / T ≠ 0 := (div_pos Real.two_pi_pos hT).ne'
  rw [triangular_lineShape hT hD, div_mul_cancel₀ _ hT.ne', Real.cos_two_pi, sub_self, zero_div]

end

end ConvexDampingWindow
```

```lean
#print axioms ConvexDampingWindow.lineShape_nonneg
#print axioms ConvexDampingWindow.current_spectrum_nonneg
#print axioms ConvexDampingWindow.shifted_exponential_nonneg
#print axioms ConvexDampingWindow.triangular_lineShape_zero
```

```
'ConvexDampingWindow.lineShape_nonneg' depends on axioms: [propext, Classical.choice, Quot.sound]
'ConvexDampingWindow.current_spectrum_nonneg' depends on axioms: [propext, Classical.choice, Quot.sound]
'ConvexDampingWindow.shifted_exponential_nonneg' depends on axioms: [propext, Classical.choice, Quot.sound]
'ConvexDampingWindow.triangular_lineShape_zero' depends on axioms: [propext, Classical.choice, Quot.sound]
```
